# Phase loops on different levels of a symmetric tripod have non-commuting holonomies

In an ideal, adiabatic tripod, three lasers couple three ground levels to one excited level, and two combinations of the ground levels, the dark states, stay uncoupled. Ideal means here that the three lasers have the same detuning (two-photon resonance), so that the dark states are degenerate in the rotating frame. Sweeping the phase of one laser through 2π acts on the dark states as a 2×2 matrix. When a quantum gate is composed from two such loops, the matrix of the first loop stands on the right in the product. If the three couplings are equally strong, the matrices for two different lasers do not commute, so exchanging the loops changes the product.

## Levels, dark frame and holonomy

```lean
import Mathlib

open Matrix
open Complex (I)
open NormedSpace (exp)

namespace TripodHolonomy

noncomputable section

variable {n m : Type*} [Fintype n] [DecidableEq n] [Fintype m] [DecidableEq m]
```

The finite index type `n` labels the ground levels and `m` the dark states. For the tripod they have three and two elements.

```lean
/-- The projector `E_j` onto the ground level `j`. -/
def level (j : n) : Matrix n n ℂ := diagonal (Pi.single j 1)
```

This is E_j = |j⟩⟨j|, a diagonal matrix with a single 1.

```lean
/-- The projector onto level `j` compressed to the dark space, `U* E_j U`. -/
def population (U : Matrix n m ℂ) (j : n) : Matrix m m ℂ := Uᴴ * level j * U
```

The columns of U are the dark states in the basis of ground levels. Lean writes the adjoint U* as `Uᴴ`. The matrix here is P_j = U*E_jU.

```lean
/-- The Wilczek-Zee connection `a_j = i U* E_j U`. -/
def connection (U : Matrix n m ℂ) (j : n) : Matrix m m ℂ := I • population U j
```

The connection is a_j = iP_j; `•` multiplies a matrix by a number.

```lean
/-- The phase rotation `exp(i t E_j)` of level `j`. -/
def turn (j : n) (t : ℝ) : Matrix n n ℂ := exp ((t : ℂ) • (I • level j))
```

The factor exp(itE_j) advances the phase of level j by t.

```lean
/-- The gauge factor `exp(-t a_j)`. -/
def gauge (U : Matrix n m ℂ) (j : n) (t : ℝ) : Matrix m m ℂ :=
  exp ((t : ℂ) • (-connection U j))
```

The factor exp(−t a_j) rotates the dark states among themselves.

```lean
/-- The dark frame `V_j(t) = exp(i t E_j) U exp(-t a_j)`. -/
def transport (U : Matrix n m ℂ) (j : n) (t : ℝ) : Matrix n m ℂ := turn j t * U * gauge U j t
```

Together they give the moving frame V_j(t) = exp(itE_j) U exp(−t a_j).

```lean
/-- The matrix `exp(i t E_j) (i E_j U - U a_j) exp(-t a_j)`. -/
def velocity (U : Matrix n m ℂ) (j : n) (t : ℝ) : Matrix n m ℂ :=
  turn j t * ((I • level j) * U - U * connection U j) * gauge U j t
```

This is a candidate for V_j'(t), so far only a definition.

```lean
/-- The holonomy `W_j = exp(-2 π a_j)`. -/
def holonomy (U : Matrix n m ℂ) (j : n) : Matrix m m ℂ := gauge U j (2 * Real.pi)
```

The holonomy is W_j = exp(−2πa_j).

```lean
/-- `U` is an isometry onto the space orthogonal to the normalised bright state `b`. -/
structure IsDarkFrame (b : n → ℂ) (U : Matrix n m ℂ) : Prop where
  isometry : Uᴴ * U = 1
  normalized : ∑ i, ‖b i‖ ^ 2 = 1
  complete : U * Uᴴ = 1 - vecMulVec b (star b)
```

The bright state b is the normalised combination of ground levels that the lasers couple to the excited level. A dark frame satisfies U*U = 1 and UU* = 1 − |b⟩⟨b|, so its columns span everything orthogonal to b. Sweeping the phase of laser j by t turns b into exp(itE_j)b (the sign of t is a convention), and the dark space turns with it. The excited level and the Hamiltonian do not appear: adiabatic following is assumed, and it enters in two ways. The columns of V_j(t) stay orthogonal to exp(itE_j)b. This follows from U*b = 0, a consequence of the dark-frame conditions, and is not stated as a Lean theorem. Because the dark states are degenerate, with their common energy taken as zero, the columns must also obey the parallel-transport condition V_j*V_j' = 0, which is proved below.

## Parallel transport around one loop

```lean
/-- A level projector between two matrices selects one column and one row. -/
theorem level_sandwich {p q : Type*} (A : Matrix p n ℂ) (B : Matrix n q ℂ) (j : n)
    (x : p) (y : q) : (A * level j * B) x y = A x j * B j y := by
  rw [Matrix.mul_apply]
  simp [level, Matrix.mul_diagonal, Pi.single_apply]
```

In a Lean theorem the claim stands between the first colon outside all brackets and `:=`, and the proof comes after. This one says

(A E_j B)_xy = A_xj B_jy.

```lean
/-- An anti-Hermitian generator gives a unitary evolution. -/
theorem exp_unitary {A : Matrix m m ℂ} (hA : Aᴴ = -A) (t : ℝ) :
    (exp ((t : ℂ) • A))ᴴ * exp ((t : ℂ) • A) = 1 := by
  have h : ((t : ℂ) • A)ᴴ = -((t : ℂ) • A) := by simp [Matrix.conjTranspose_smul, hA]
  have hc : Commute (-((t : ℂ) • A)) ((t : ℂ) • A) := (Commute.refl ((t : ℂ) • A)).neg_left
  rw [← Matrix.exp_conjTranspose, h, ← Matrix.exp_add_of_commute _ _ hc, neg_add_cancel,
    NormedSpace.exp_zero]
```

If A* = −A, then exp(tA)* exp(tA) = exp(−tA) exp(tA) = 1.

```lean
/-- The entries of `exp(t A)` have the entries of `exp(t A) A`, and of `A exp(t A)`,
as derivatives. -/
theorem exp_entry_deriv (A : Matrix m m ℂ) (t : ℝ) (i k : m) :
    HasDerivAt (fun s : ℝ => exp ((s : ℂ) • A) i k) ((exp ((t : ℂ) • A) * A) i k) t ∧
    HasDerivAt (fun s : ℝ => exp ((s : ℂ) • A) i k) ((A * exp ((t : ℂ) • A)) i k) t := by
  let _ : NormedRing (Matrix m m ℂ) := Matrix.linftyOpNormedRing
  let _ : NormedAlgebra ℂ (Matrix m m ℂ) := Matrix.linftyOpNormedAlgebra
  exact ⟨((LinearMap.toContinuousLinearMap
      (Matrix.entryLinearMap ℂ ℂ i k)).hasFDerivAt.comp_hasDerivAt (t : ℂ)
      (hasDerivAt_exp_smul_const A (t : ℂ))).comp_ofReal,
    ((LinearMap.toContinuousLinearMap
      (Matrix.entryLinearMap ℂ ℂ i k)).hasFDerivAt.comp_hasDerivAt (t : ℂ)
      (hasDerivAt_exp_smul_const' A (t : ℂ))).comp_ofReal⟩
```

`HasDerivAt f d t` means that f has derivative d at t. Entry by entry, the derivative of exp(tA) is exp(tA)A, which equals A exp(tA). Both orders are used below.

```lean
/-- If `P² = c P` with `c ≠ 0`, then `exp(z P) = 1 + ((exp(z c) - 1) / c) P`. -/
theorem exp_of_sq {P : Matrix m m ℂ} {c : ℂ} (hc : c ≠ 0) (hP : P * P = c • P) (z : ℂ) :
    exp (z • P) = 1 + ((Complex.exp (z * c) - 1) / c) • P := by
  have hp : ∀ k : ℕ, P ^ (k + 1) = c ^ k • P := by
    intro k
    induction k with
    | zero => simp
    | succ k ih => rw [pow_succ, ih, Matrix.smul_mul, hP, smul_smul, pow_succ]
  have h1 : HasSum (fun k : ℕ => (z * c) ^ k / (k.factorial : ℂ)) (Complex.exp (z * c)) := by
    rw [Complex.exp_eq_exp_ℂ]
    exact NormedSpace.expSeries_div_hasSum_exp (z * c)
  have h2 := (h1.smul_const (c⁻¹ • P)).add (hasSum_ite_eq (0 : ℕ) (1 - c⁻¹ • P))
  -- compare the two series term by term
  have h3 : (fun k : ℕ => ((k.factorial : ℂ)⁻¹) • (z • P) ^ k) = fun k : ℕ =>
      ((z * c) ^ k / (k.factorial : ℂ)) • (c⁻¹ • P) + if k = 0 then 1 - c⁻¹ • P else 0 := by
    funext k
    cases k with
    | zero => simp
    | succ k =>
      rw [smul_pow, hp, if_neg (Nat.succ_ne_zero k), add_zero, smul_smul, smul_smul, smul_smul]
      congr 1
      rw [mul_pow, pow_succ c k, div_eq_mul_inv]
      linear_combination (-(z ^ (k + 1) * c ^ k * ((k + 1).factorial : ℂ)⁻¹)) *
        (mul_inv_cancel₀ hc)
  rw [NormedSpace.exp_eq_tsum ℂ]
  change (∑' k : ℕ, ((k.factorial : ℂ)⁻¹) • (z • P) ^ k) = _
  rw [h3, h2.tsum_eq, div_eq_mul_inv]
  module
```

If P² = cP with c ≠ 0, then P^k = c^(k−1) P for k ≥ 1, and the exponential series gives

exp(zP) = 1 + Σ_(k≥1) (z^k c^(k−1)/k!) P = 1 + ((e^(zc) − 1)/c) P.

The proof finds the powers by induction (`hp`) and compares the series term by term (`h3`).

```lean
/-- The frame `V_j` stays orthonormal, has derivative `velocity`, and obeys the
parallel-transport condition `V_j* V_j' = 0`. -/
theorem transport_parallel {U : Matrix n m ℂ} (hU : Uᴴ * U = 1) (j : n) (t : ℝ) :
    (transport U j t)ᴴ * transport U j t = 1 ∧
    (∀ i k, HasDerivAt (fun s : ℝ => transport U j s i k) (velocity U j t i k) t) ∧
    (transport U j t)ᴴ * velocity U j t = 0 := by
  have hE : (level j : Matrix n n ℂ)ᴴ = level j := by
    rw [level, Matrix.diagonal_conjTranspose]
    congr 1
    ext x
    by_cases h : x = j <;> simp [h]
  have hP : (population U j)ᴴ = population U j := by
    simp only [population, conjTranspose_mul, conjTranspose_conjTranspose, hE, Matrix.mul_assoc]
  have hF : (turn j t)ᴴ * turn j t = (1 : Matrix n n ℂ) :=
    exp_unitary (A := I • level j) (by simp [Matrix.conjTranspose_smul, hE]) t
  have hG : (gauge U j t)ᴴ * gauge U j t = 1 :=
    exp_unitary (A := -connection U j) (by simp [connection, Matrix.conjTranspose_smul, hP]) t
  have hV : ∀ X : Matrix n m ℂ, (transport U j t)ᴴ * (turn j t * X * gauge U j t) =
      (gauge U j t)ᴴ * (Uᴴ * ((turn j t)ᴴ * turn j t) * X) * gauge U j t := fun X => by
    simp only [transport, conjTranspose_mul, Matrix.mul_assoc]
  refine ⟨?_, fun i k => ?_, ?_⟩
  · exact (hV U).trans (by rw [hF, Matrix.mul_one, hU, Matrix.mul_one, hG])
  · have hFU : ∀ a, HasDerivAt (fun s : ℝ => (turn j s * U) i a)
        ((turn j t * (I • level j) * U) i a) t := fun a =>
      HasDerivAt.fun_sum (u := Finset.univ) fun c _ =>
        (exp_entry_deriv (I • level j) t i c).1.mul_const (U c a)
    have hGk : ∀ a, HasDerivAt (fun s : ℝ => gauge U j s a k)
        ((-connection U j * gauge U j t) a k) t := fun a =>
      (exp_entry_deriv (-connection U j) t a k).2
    have h := HasDerivAt.fun_sum (u := Finset.univ) fun c _ => (hFU c).fun_mul (hGk c)
    rw [Finset.sum_add_distrib] at h
    have e : velocity U j t = turn j t * (I • level j) * U * gauge U j t +
        turn j t * U * (-connection U j * gauge U j t) := by
      simp only [velocity, sub_eq_add_neg, Matrix.mul_add, Matrix.add_mul, Matrix.neg_mul,
        Matrix.mul_neg, Matrix.mul_assoc]
    rw [e]
    exact h
  · -- the connection cancels the motion inside the dark space
    have h0 : Uᴴ * ((I • level j) * U - U * connection U j) = 0 := by
      rw [Matrix.mul_sub, ← Matrix.mul_assoc Uᴴ U, hU, Matrix.one_mul, sub_eq_zero]
      simp only [connection, population, Matrix.smul_mul, Matrix.mul_smul, Matrix.mul_assoc]
    rw [velocity, hV, hF, Matrix.mul_one, h0, Matrix.mul_zero, Matrix.zero_mul]
```

Write F = exp(itE_j) and G = exp(−t a_j). Both are unitary (`hF`, `hG`), so

V_j*V_j = G*U*F*FUG = G*G = 1.

The product rule gives

V_j' = F(iE_j)UG − FUa_jG = F(iE_jU − Ua_j)G,

which is `velocity`. Finally, since U*U = 1,

V_j*V_j' = G*(iU*E_jU − a_j)G = 0.

The bracket vanishes by the definition of a_j; this is `h0`.

```lean
/-- After a full phase turn the frame is the initial one times the holonomy. -/
theorem transport_closes (U : Matrix n m ℂ) (j : n) :
    transport U j (2 * Real.pi) = U * holonomy U j := by
  have hE : (level j : Matrix n n ℂ) * level j = (1 : ℂ) • level j := by
    rw [one_smul, level, Matrix.diagonal_mul_diagonal]
    congr 1
    ext x
    by_cases h : x = j <;> simp [h]
  have h : turn j (2 * Real.pi) = (1 : Matrix n n ℂ) := by
    rw [turn, smul_smul, exp_of_sq one_ne_zero hE]
    push_cast
    rw [mul_one, Complex.exp_two_pi_mul_I]
    simp
  rw [transport, h, Matrix.one_mul, holonomy]
```

Since E_j² = E_j, the series formula with c = 1 gives exp(2πiE_j) = 1 + (e^(2πi) − 1)E_j = 1. Hence V_j(2π) = UW_j.

## Why the order of loops matters

```lean
/-- An equation for the holonomy `W_j` of a dark frame: `(1 - |b_j|²) (W_j - 1) = (exp(2 π i |b_j|²)
- 1) U* E_j U`. -/
theorem holonomy_formula {b : n → ℂ} {U : Matrix n m ℂ} (hU : IsDarkFrame b U) (j : n) :
    (1 - ((‖b j‖ ^ 2 : ℝ) : ℂ)) • (holonomy U j - 1) =
      (Complex.exp (2 * Real.pi * I * ((‖b j‖ ^ 2 : ℝ) : ℂ)) - 1) • population U j := by
  have hb : b j * star (b j) = ((‖b j‖ ^ 2 : ℝ) : ℂ) := by
    rw [Complex.star_def, Complex.mul_conj, Complex.normSq_eq_norm_sq]
  have hP : population U j * population U j =
      (1 - ((‖b j‖ ^ 2 : ℝ) : ℂ)) • population U j := by
    have h : population U j * population U j = Uᴴ * level j * ((U * Uᴴ) * level j * U) := by
      simp only [population, Matrix.mul_assoc]
    ext x y
    rw [h, level_sandwich, level_sandwich, Matrix.smul_apply, population, level_sandwich,
      hU.complete, Matrix.sub_apply, Matrix.one_apply_eq, Matrix.vecMulVec_apply, Pi.star_apply,
      hb, smul_eq_mul]
    ring
  generalize ((‖b j‖ ^ 2 : ℝ) : ℂ) = p at hP ⊢
  by_cases hc : 1 - p = 0
  · rw [← sub_eq_zero.mp hc, mul_one, Complex.exp_two_pi_mul_I]
    simp
  · have hz : ((2 * Real.pi : ℝ) : ℂ) • (-connection U j) =
        (-(2 * Real.pi * I)) • population U j := by
      rw [connection]
      push_cast
      module
    have he : Complex.exp (-(2 * Real.pi * I) * (1 - p)) = Complex.exp (2 * Real.pi * I * p) := by
      rw [show -(2 * Real.pi * I) * (1 - p) = 2 * Real.pi * I * p - 2 * Real.pi * I by ring,
        Complex.exp_sub, Complex.exp_two_pi_mul_I, div_one]
    rw [holonomy, gauge, hz, exp_of_sq hc hP, he, add_sub_cancel_left, smul_smul,
      mul_div_cancel₀ _ hc]
```

The sandwich rule gives

P_j² = U*E_j(UU*)E_jU = (1 − |b_j|²)P_j.

Put c = 1 − |b_j|² and z = −2πi in the series formula. Because e^(−2πi(1−|b_j|²)) = e^(2πi|b_j|²),

(1 − |b_j|²)(W_j − 1) = (e^(2πi|b_j|²) − 1)P_j.

If |b_j|² = 1, both sides are zero; the proof treats that case separately.

```lean
/-- The holonomies of two levels do not commute when both levels and a third one
have non-zero amplitude in the bright state. -/
theorem holonomy_not_commute {b : n → ℂ} {U : Matrix n m ℂ} (hU : IsDarkFrame b U)
    {j k l : n} (hjk : j ≠ k) (hlj : l ≠ j) (hlk : l ≠ k)
    (hj : b j ≠ 0) (hk : b k ≠ 0) (hl : b l ≠ 0) :
    holonomy U j * holonomy U k ≠ holonomy U k * holonomy U j := by
  intro h
  -- the phase factors are non-trivial since the weights lie strictly between 0 and 1
  have phase : ∀ i, l ≠ i → b i ≠ 0 →
      Complex.exp (2 * Real.pi * I * ((‖b i‖ ^ 2 : ℝ) : ℂ)) - 1 ≠ 0 := by
    intro i hli hi h1
    have hs := Finset.sum_le_sum_of_subset_of_nonneg (f := fun i => ‖b i‖ ^ 2)
      (Finset.subset_univ {l, i}) (fun _ _ _ => by positivity)
    rw [Finset.sum_pair hli, hU.normalized] at hs
    have hl0 : 0 < ‖b l‖ ^ 2 := pow_pos (norm_pos_iff.mpr hl) 2
    have hi0 : 0 < ‖b i‖ ^ 2 := pow_pos (norm_pos_iff.mpr hi) 2
    obtain ⟨N, hN⟩ := Complex.exp_eq_one_iff.mp (sub_eq_zero.mp h1)
    have h2 : ((‖b i‖ ^ 2 : ℝ) : ℂ) = (N : ℂ) :=
      mul_left_cancel₀ Complex.two_pi_I_ne_zero (by rw [hN]; ring)
    have h3 : ‖b i‖ ^ 2 = (N : ℝ) := by exact_mod_cast h2
    have h4 : (0 : ℝ) < N := by linarith
    have h5 : (N : ℝ) < 1 := by linarith
    have h6 : 0 < N := by exact_mod_cast h4
    have h7 : N < 1 := by exact_mod_cast h5
    omega
  have hc : Commute (holonomy U j) (holonomy U k) := h
  have h1 := (((hc.sub_left (Commute.one_left _)).sub_right (Commute.one_right _)).smul_left
    (1 - ((‖b j‖ ^ 2 : ℝ) : ℂ))).smul_right (1 - ((‖b k‖ ^ 2 : ℝ) : ℂ))
  rw [holonomy_formula hU j, holonomy_formula hU k] at h1
  have h2 := (h1.smul_left (Complex.exp (2 * Real.pi * I * ((‖b j‖ ^ 2 : ℝ) : ℂ)) - 1)⁻¹).smul_right
    (Complex.exp (2 * Real.pi * I * ((‖b k‖ ^ 2 : ℝ) : ℂ)) - 1)⁻¹
  rw [inv_smul_smul₀ (phase j hlj hj), inv_smul_smul₀ (phase k hlk hk)] at h2
  -- one matrix element of a product `P_p P_q`, seen in the space of ground levels
  have key : ∀ p q, (U * (population U p * population U q) * Uᴴ) l j =
      (U * Uᴴ) l p * ((U * Uᴴ) p q * (U * Uᴴ) q j) := by
    intro p q
    have e : U * (population U p * population U q) * Uᴴ =
        (U * Uᴴ) * level p * ((U * Uᴴ) * level q * (U * Uᴴ)) := by
      simp only [population, Matrix.mul_assoc]
    rw [e, level_sandwich, level_sandwich]
  have h3 := key j k
  rw [h2.eq, key k j, hU.complete] at h3
  simp only [Matrix.sub_apply, Matrix.vecMulVec_apply, Pi.star_apply, Matrix.one_apply_eq,
    Matrix.one_apply_ne hjk, Matrix.one_apply_ne hjk.symm, Matrix.one_apply_ne hlj,
    Matrix.one_apply_ne hlk] at h3
  have h4 : b l * star (b j) * (b k * star (b k)) = 0 := by linear_combination h3
  exact mul_ne_zero (mul_ne_zero hl (star_ne_zero.mpr hj))
    (mul_ne_zero hk (star_ne_zero.mpr hk)) h4
```

Let j, k and l be distinct levels with non-zero amplitudes. Normalisation gives 0 < |b_j|² < 1, so e^(2πi|b_j|²) ≠ 1, and likewise for k (`phase`). If W_j and W_k commuted, the equation of `holonomy_formula` would make P_j and P_k commute (`h2`). With Q = UU*, however, `key` gives

(UP_jP_kU*)_lj = Q_lj Q_jk Q_kj = −b_l b̄_j |b_j|² |b_k|²,

(UP_kP_jU*)_lj = Q_lk Q_kj Q_jj = b_l b̄_j |b_k|² (1 − |b_j|²).

Their difference is b_l b̄_j |b_k|² up to sign, which is not zero: a contradiction.

## The symmetric tripod

```lean
/-- The bright state `(1,1,1)/√3` of the symmetric tripod. -/
def symmetricBright : Fin 3 → ℂ := fun _ => ((Real.sqrt 3 / 3 : ℝ) : ℂ)
```

All three amplitudes are 1/√3, written as √3/3.

```lean
/-- The dark frame with columns `(1,-1,0)/√2` and `(1,1,-2)/√6`. -/
def tripodFrame : Matrix (Fin 3) (Fin 2) ℂ :=
  !![(Real.sqrt 2 : ℂ) / 2, (Real.sqrt 6 : ℂ) / 6;
     -(Real.sqrt 2 : ℂ) / 2, (Real.sqrt 6 : ℂ) / 6;
     0, -(Real.sqrt 6 : ℂ) / 3]
```

The two columns are the real dark states (1,−1,0)/√2 and (1,1,−2)/√6.

```lean
/-- The explicit frame `tripodFrame` is a dark frame of the symmetric tripod. -/
theorem tripodFrame_witness : IsDarkFrame symmetricBright tripodFrame := by
  have h2 : (Real.sqrt 2 : ℂ) ^ 2 = 2 := by
    exact_mod_cast Real.sq_sqrt (show (0 : ℝ) ≤ 2 by norm_num)
  have h3 : (Real.sqrt 3 : ℂ) ^ 2 = 3 := by
    exact_mod_cast Real.sq_sqrt (show (0 : ℝ) ≤ 3 by norm_num)
  have h6 : (Real.sqrt 6 : ℂ) ^ 2 = 6 := by
    exact_mod_cast Real.sq_sqrt (show (0 : ℝ) ≤ 6 by norm_num)
  have c2 : (starRingEnd ℂ) 2 = 2 := Complex.ext (by simp) (by simp)
  have c3 : (starRingEnd ℂ) 3 = 3 := Complex.ext (by simp) (by simp)
  have c6 : (starRingEnd ℂ) 6 = 6 := Complex.ext (by simp) (by simp)
  refine ⟨?_, ?_, ?_⟩
  · ext i j
    fin_cases i <;> fin_cases j <;>
      simp [tripodFrame, Matrix.mul_apply, Fin.sum_univ_succ] <;> ring_nf <;>
      simp only [h2, h6, c2, c3, c6] <;> norm_num
  · simp only [symmetricBright, Complex.norm_real, Real.norm_eq_abs, sq_abs, div_pow,
      Real.sq_sqrt (show (0 : ℝ) ≤ 3 by norm_num), Fin.sum_univ_three]
    norm_num
  · ext i j
    fin_cases i <;> fin_cases j <;>
      simp [tripodFrame, symmetricBright, Matrix.mul_apply, Fin.sum_univ_succ,
        Matrix.vecMulVec_apply] <;> ring_nf <;>
      simp only [h2, h3, h6, c2, c3, c6] <;> norm_num
```

Checking each matrix entry confirms that this frame meets all three conditions, so the next theorem applies to at least one U.

```lean
/-- Symmetric tripod: each frame `V_j` is orthonormal and parallel transported, it returns
after a full phase turn as `U W_j`, and the holonomies of distinct levels do not commute. -/
theorem tripod_wilczek_zee {U : Matrix (Fin 3) (Fin 2) ℂ} (hU : IsDarkFrame symmetricBright U) :
    (∀ j t, (transport U j t)ᴴ * transport U j t = 1 ∧
      (∀ i k, HasDerivAt (fun s : ℝ => transport U j s i k) (velocity U j t i k) t) ∧
      (transport U j t)ᴴ * velocity U j t = 0) ∧
    (∀ j, transport U j (2 * Real.pi) = U * holonomy U j) ∧
    (∀ j k, j ≠ k → holonomy U j * holonomy U k ≠ holonomy U k * holonomy U j) := by
  refine ⟨transport_parallel hU.isometry, transport_closes U, fun j k hjk => ?_⟩
  have third : ∀ j k : Fin 3, ∃ l, l ≠ j ∧ l ≠ k := by decide
  obtain ⟨l, hlj, hlk⟩ := third j k
  have hb : ∀ i, symmetricBright i ≠ 0 := fun i =>
    Complex.ofReal_ne_zero.mpr (by positivity)
  exact holonomy_not_commute hU hjk hlj hlk (hb j) (hb k) (hb l)

end

end TripodHolonomy
```

For every dark frame U of the symmetric tripod, real or complex, each V_j is an isometry and is parallel transported, V_j(2π) = UW_j, and W_jW_k ≠ W_kW_j whenever j ≠ k. The proof picks the remaining level as l and applies the preceding theorems. Lean numbers the levels 0, 1, 2, so the lasers usually called 1 and 2 are `j = 0` and `k = 1`.

```lean
#print axioms TripodHolonomy.holonomy_not_commute
#print axioms TripodHolonomy.tripod_wilczek_zee
```

```
'TripodHolonomy.holonomy_not_commute' depends on axioms: [propext, Classical.choice, Quot.sound]
'TripodHolonomy.tripod_wilczek_zee' depends on axioms: [propext, Classical.choice, Quot.sound]
```
